# A lower bound on the softened Coulomb energy of finitely many charges

Let N real charges qᵢ sit at positions rᵢ. With a softening length ε > 0 (not a permittivity) and the Coulomb constant set to 1, two unit charges at x and y interact through

V(x, y) = 1/√(‖x − y‖² + ε²),

and the energy, with each pair counted once, is

U = ∑_{i<j} qᵢ qⱼ V(rᵢ, rⱼ).

How low can U go when the charges are free to move? Softening caps each pair term, but the number of pairs grows as N².

Positions lie in a real inner-product space `E` of any dimension, ordinary space included, and may coincide. The inner product ⟨x, y⟩ is written `⟪x, y⟫_ℝ` in Lean.

```lean
import Mathlib

open MeasureTheory Filter Topology
open scoped InnerProductSpace

namespace SoftenedCoulomb

noncomputable section

variable {E : Type*} [NormedAddCommGroup E] [InnerProductSpace ℝ E]
```

V is `softCoulomb`.

```lean
/-- The softened Coulomb interaction of two unit charges at `x` and `y` with softening
length `ε`; its domain is `ε ≠ 0` or `x ≠ y`. -/
def softCoulomb (ε : ℝ) (x y : E) : ℝ := 1 / √(‖x - y‖ ^ 2 + ε ^ 2)
```

U is `pairEnergy`. The type `Fin N` labels the charges from 0 to N − 1, and `ι` below is any finite label set.

```lean
/-- The softened Coulomb energy of `N` charges `q` at positions `r`, each pair counted once;
its domain is `ε ≠ 0` or pairwise distinct positions. -/
def pairEnergy {N : ℕ} (ε : ℝ) (q : Fin N → ℝ) (r : Fin N → E) : ℝ :=
  ∑ i, ∑ j with i < j, q i * q j * softCoulomb ε (r i) (r j)
```

## (a) Coordinates for the inner products

Find a finite d and real numbers xᵢₐ, with a running over d values, such that for all i, j

⟨rᵢ, rⱼ⟩ = ∑ₐ xᵢₐ xⱼₐ.

**Solution.** The span of the rᵢ is finite-dimensional, so it has an orthonormal basis bₐ. Put xᵢₐ = ⟨rᵢ, bₐ⟩. Then rᵢ = ∑ₐ xᵢₐ bₐ, and orthonormality gives the formula. In Lean, `v i` is rᵢ regarded as a member of the span `S`.

```lean
/-- The inner products of finitely many vectors can be computed from finitely many
real coordinates. -/
theorem gram_coordinates {ι : Type*} [Fintype ι] (r : ι → E) :
    ∃ (d : ℕ) (x : ι → Fin d → ℝ), ∀ i j, ⟪r i, r j⟫_ℝ = ∑ a, x i a * x j a := by
  -- work in the span of the vectors, which has a finite orthonormal basis
  let S := Submodule.span ℝ (Set.range r)
  have : FiniteDimensional ℝ S := FiniteDimensional.span_of_finite ℝ (Set.finite_range r)
  let b := stdOrthonormalBasis ℝ S
  let v : ι → S := fun i => ⟨r i, Submodule.subset_span ⟨i, rfl⟩⟩
  refine ⟨_, fun i a => ⟪v i, b a⟫_ℝ, fun i j => ?_⟩
  have h : ⟪r i, r j⟫_ℝ = ⟪v i, v j⟫_ℝ := rfl
  rw [h, ← b.sum_inner_mul_inner (v i) (v j)]
  refine Finset.sum_congr rfl fun a _ => ?_
  rw [real_inner_comm (v j) (b a)]
```

## (b) Powers of a kernel

For s ≥ 0, k = 0, 1, 2, … and real weights cᵢ, show that

∑ᵢ ∑ⱼ cᵢ cⱼ (1 + s⟨rᵢ, rⱼ⟩)ᵏ ≥ 0.

**Solution.** Use induction on k, for all weights at once. At k = 0 the sum is (∑ᵢ cᵢ)². For the step, write Kᵢⱼ for the k-th power and use (a). The sum for k + 1 is

∑ᵢ ∑ⱼ cᵢ cⱼ Kᵢⱼ + s ∑ₐ ∑ᵢ ∑ⱼ (cᵢ xᵢₐ)(cⱼ xⱼₐ) Kᵢⱼ.

Both terms are nonnegative by the induction hypothesis, the second with weights cᵢ xᵢₐ. This change of weights is why Lean's induction has `generalizing c`.

```lean
/-- For `s ≥ 0`, every power of the kernel `1 + s ⟨r_i, r_j⟩` has a nonnegative
quadratic form. -/
theorem power_kernel_nonneg {ι : Type*} [Fintype ι] (r : ι → E) {s : ℝ} (hs : 0 ≤ s)
    (k : ℕ) (c : ι → ℝ) :
    0 ≤ ∑ i, ∑ j, c i * c j * (1 + s * ⟪r i, r j⟫_ℝ) ^ k := by
  obtain ⟨d, x, hx⟩ := gram_coordinates r
  induction k generalizing c with
  | zero =>
    have h : ∑ i, ∑ j, c i * c j * (1 + s * ⟪r i, r j⟫_ℝ) ^ 0 = (∑ i, c i) ^ 2 := by
      simp only [pow_zero, mul_one]
      rw [sq, Finset.sum_mul_sum]
    rw [h]
    positivity
  | succ k ih =>
    -- one more factor of the inner product is absorbed into the weights
    have h2 : ∑ a, ∑ i, ∑ j, (c i * x i a) * (c j * x j a) * (1 + s * ⟪r i, r j⟫_ℝ) ^ k
        = ∑ i, ∑ j, c i * c j * (1 + s * ⟪r i, r j⟫_ℝ) ^ k * ⟪r i, r j⟫_ℝ := by
      rw [Finset.sum_comm]
      refine Finset.sum_congr rfl fun i _ => ?_
      rw [Finset.sum_comm]
      refine Finset.sum_congr rfl fun j _ => ?_
      generalize (1 + s * ⟪r i, r j⟫_ℝ) ^ k = K
      rw [hx i j, Finset.mul_sum]
      exact Finset.sum_congr rfl fun a _ => by ring
    have h : ∑ i, ∑ j, c i * c j * (1 + s * ⟪r i, r j⟫_ℝ) ^ (k + 1)
        = ∑ i, ∑ j, c i * c j * (1 + s * ⟪r i, r j⟫_ℝ) ^ k + s * ∑ a, ∑ i, ∑ j,
          (c i * x i a) * (c j * x j a) * (1 + s * ⟪r i, r j⟫_ℝ) ^ k := by
      rw [h2, Finset.mul_sum, ← Finset.sum_add_distrib]
      refine Finset.sum_congr rfl fun i _ => ?_
      rw [Finset.mul_sum, ← Finset.sum_add_distrib]
      refine Finset.sum_congr rfl fun j _ => ?_
      rw [pow_succ]
      ring
    rw [h]
    exact add_nonneg (ih c)
      (mul_nonneg hs (Finset.sum_nonneg fun a _ => ih fun i => c i * x i a))
```

## (c) The exponential kernel

For s ≥ 0, show that

∑ᵢ ∑ⱼ cᵢ cⱼ exp(s⟨rᵢ, rⱼ⟩) ≥ 0.

**Solution.** Apply (b) with s/n in place of s and k = n. As n → ∞, (1 + s⟨rᵢ, rⱼ⟩/n)ⁿ tends to exp(s⟨rᵢ, rⱼ⟩). The sum is finite, so it converges too (`lim`), and a limit of nonnegative numbers is nonnegative.

```lean
/-- For `s ≥ 0`, the kernel `exp (s ⟨r_i, r_j⟩)` has a nonnegative quadratic form. -/
theorem exp_kernel_nonneg {ι : Type*} [Fintype ι] (r : ι → E) {s : ℝ} (hs : 0 ≤ s)
    (c : ι → ℝ) : 0 ≤ ∑ i, ∑ j, c i * c j * Real.exp (s * ⟪r i, r j⟫_ℝ) := by
  have lim : Tendsto (fun n : ℕ => ∑ i, ∑ j, c i * c j * (1 + s * ⟪r i, r j⟫_ℝ / n) ^ n)
      atTop (𝓝 (∑ i, ∑ j, c i * c j * Real.exp (s * ⟪r i, r j⟫_ℝ))) :=
    tendsto_finsetSum _ fun i _ => tendsto_finsetSum _ fun j _ =>
      (Real.tendsto_one_add_div_pow_exp _).const_mul _
  refine ge_of_tendsto' lim fun n => ?_
  have h := power_kernel_nonneg r (s := s / n) (by positivity) n c
  simpa only [div_mul_eq_mul_div] using h
```

## (d) The interaction as a Gaussian integral

Show that the following integral over all real t converges and that

√π V(x, y) = ∫ exp(−(‖x − y‖² + ε²)t²) dt.

**Solution.** Put A = ‖x − y‖² + ε², which is positive. The Gaussian integral converges and equals √(π/A) = √π/√A.

```lean
omit [InnerProductSpace ℝ E] in
/-- For `ε > 0`, the softened Coulomb interaction times `√π` is a convergent Gaussian
integral over an auxiliary variable. -/
theorem softCoulomb_integral {ε : ℝ} (hε : 0 < ε) (x y : E) :
    Integrable (fun t : ℝ => Real.exp (-(‖x - y‖ ^ 2 + ε ^ 2) * t ^ 2)) ∧
    √Real.pi * softCoulomb ε x y = ∫ t : ℝ, Real.exp (-(‖x - y‖ ^ 2 + ε ^ 2) * t ^ 2) := by
  refine ⟨integrable_exp_neg_mul_sq (by positivity), ?_⟩
  rw [integral_gaussian, Real.sqrt_div Real.pi_pos.le, softCoulomb, mul_one_div]
```

## (e) The sign of the full double sum

Show that, with the terms i = j included,

D = ∑ᵢ ∑ⱼ qᵢ qⱼ V(rᵢ, rⱼ) ≥ 0.

**Solution.** By (d), exchanging the finite sums with the integral (`key`),

√π D = ∫ ∑ᵢ ∑ⱼ qᵢ qⱼ exp(−(‖rᵢ − rⱼ‖² + ε²)t²) dt.

Expand ‖rᵢ − rⱼ‖² = ‖rᵢ‖² + ‖rⱼ‖² − 2⟨rᵢ, rⱼ⟩ and set

cᵢ = qᵢ exp(−(‖rᵢ‖² + ε²/2)t²).

The integrand becomes ∑ᵢ ∑ⱼ cᵢ cⱼ exp(2t²⟨rᵢ, rⱼ⟩) (`e`), which is nonnegative by (c) with s = 2t². Integrate and divide by √π.

```lean
/-- For `ε > 0`, the softened Coulomb double sum over all ordered pairs, self-terms
included, is nonnegative. -/
theorem double_sum_nonneg {ι : Type*} [Fintype ι] {ε : ℝ} (hε : 0 < ε)
    (q : ι → ℝ) (r : ι → E) :
    0 ≤ ∑ i, ∑ j, q i * q j * softCoulomb ε (r i) (r j) := by
  have hint : ∀ i j, Integrable (fun t : ℝ =>
      q i * q j * Real.exp (-(‖r i - r j‖ ^ 2 + ε ^ 2) * t ^ 2)) :=
    fun i j => (softCoulomb_integral hε (r i) (r j)).1.const_mul _
  have key : √Real.pi * ∑ i, ∑ j, q i * q j * softCoulomb ε (r i) (r j)
      = ∫ t : ℝ, ∑ i, ∑ j, q i * q j * Real.exp (-(‖r i - r j‖ ^ 2 + ε ^ 2) * t ^ 2) := by
    rw [integral_finsetSum _ fun i _ => MeasureTheory.integrable_finsetSum _ fun j _ => hint i j,
      Finset.mul_sum]
    refine Finset.sum_congr rfl fun i _ => ?_
    rw [integral_finsetSum _ fun j _ => hint i j, Finset.mul_sum]
    refine Finset.sum_congr rfl fun j _ => ?_
    rw [integral_const_mul, ← (softCoulomb_integral hε (r i) (r j)).2]
    ring
  have hpi : 0 < √Real.pi := Real.sqrt_pos.2 Real.pi_pos
  refine (mul_nonneg_iff_of_pos_left hpi).1 ?_
  rw [key]
  refine integral_nonneg fun t => ?_
  -- at fixed t the one-particle factors are absorbed into the charges
  have h := exp_kernel_nonneg r (s := 2 * t ^ 2) (by positivity)
    (fun i => q i * Real.exp (-(‖r i‖ ^ 2 + ε ^ 2 / 2) * t ^ 2))
  refine h.trans_eq (Finset.sum_congr rfl fun i _ => Finset.sum_congr rfl fun j _ => ?_)
  have e : Real.exp (-(‖r i - r j‖ ^ 2 + ε ^ 2) * t ^ 2)
      = Real.exp (-(‖r i‖ ^ 2 + ε ^ 2 / 2) * t ^ 2)
        * Real.exp (-(‖r j‖ ^ 2 + ε ^ 2 / 2) * t ^ 2)
        * Real.exp (2 * t ^ 2 * ⟪r i, r j⟫_ℝ) := by
    rw [← Real.exp_add, ← Real.exp_add, norm_sub_sq_real]
    congr 1
    ring
  rw [e]
  ring
```

Stopping before the integration gives a neighbouring result, left here as an exercise: for α ≥ 0, ∑ᵢ ∑ⱼ qᵢ qⱼ exp(−α‖rᵢ − rⱼ‖²) ≥ 0.

## (f) Separating the self-energy

Show that

D = 2U + (∑ᵢ qᵢ²)/ε.

**Solution.** Split the ordered pairs into i < j, j < i and i = j (`split`). V is symmetric, so the first two groups each give U (`swap`). Since V(rᵢ, rᵢ) = 1/ε, the diagonal gives the last term (`diag`).

```lean
omit [InnerProductSpace ℝ E] in
/-- For `ε > 0`, the double sum over ordered pairs is twice the pair energy plus the
self-term `∑ q_i² / ε`. -/
theorem double_sum_eq {N : ℕ} {ε : ℝ} (hε : 0 < ε) (q : Fin N → ℝ) (r : Fin N → E) :
    ∑ i, ∑ j, q i * q j * softCoulomb ε (r i) (r j)
      = 2 * pairEnergy ε q r + (∑ i, q i ^ 2) / ε := by
  have self : ∀ x : E, softCoulomb ε x x = 1 / ε := fun x => by
    simp [softCoulomb, Real.sqrt_sq hε.le]
  -- each ordered pair lies above, below or on the diagonal
  have split : ∀ i j, q i * q j * softCoulomb ε (r i) (r j)
      = (if i < j then q i * q j * softCoulomb ε (r i) (r j) else 0)
        + (if j < i then q j * q i * softCoulomb ε (r j) (r i) else 0)
        + (if i = j then q i ^ 2 / ε else 0) := by
    intro i j
    rcases lt_trichotomy i j with h | h | h
    · rw [if_pos h, if_neg (lt_asymm h), if_neg h.ne]
      ring
    · subst h
      simp only [lt_irrefl, ↓reduceIte, self]
      ring
    · have comm : softCoulomb ε (r i) (r j) = softCoulomb ε (r j) (r i) := by
        unfold softCoulomb
        rw [norm_sub_rev]
      rw [if_neg (lt_asymm h), if_pos h, if_neg h.ne', comm]
      ring
  have swap : ∑ i, ∑ j, (if j < i then q j * q i * softCoulomb ε (r j) (r i) else 0)
      = ∑ i, ∑ j, (if i < j then q i * q j * softCoulomb ε (r i) (r j) else 0) :=
    Finset.sum_comm
  have diag : ∑ i, ∑ j, (if i = j then q i ^ 2 / ε else 0) = (∑ i, q i ^ 2) / ε := by
    simp [Finset.sum_div]
  unfold pairEnergy
  simp only [Finset.sum_filter]
  rw [Finset.sum_congr rfl fun i _ => Finset.sum_congr rfl fun j _ => split i j]
  simp only [Finset.sum_add_distrib]
  rw [swap, diag]
  ring
```

## (g) The energy bound

Show that, for all positions,

U ≥ −(∑ᵢ qᵢ²)/(2ε).

**Solution.** Insert (f) into D ≥ 0 and solve for U.

For example, charges +1 and −1 at distance √3 with ε = 1 have U = −1/√(3 + 1) = −1/2, above the bound −1.

```lean
/-- For `ε > 0`, the softened Coulomb energy is at least `-(∑ q_i²) / (2 ε)`, wherever the
charges sit. -/
theorem pairEnergy_lower_bound {N : ℕ} {ε : ℝ} (hε : 0 < ε) (q : Fin N → ℝ)
    (r : Fin N → E) : -((∑ i, q i ^ 2) / (2 * ε)) ≤ pairEnergy ε q r := by
  have h := double_sum_nonneg hε q r
  rw [double_sum_eq hε] at h
  have e : (∑ i, q i ^ 2) / (2 * ε) = (∑ i, q i ^ 2) / ε / 2 := by ring
  linarith
```

In a classical simulation where every pair of a finite set of charges interacts through V, without periodic images, this part of the potential energy therefore never falls below the bound. Replacing the bare 1/r interaction by V is a modelling step that the theorem does not justify: the bound diverges as ε → 0.

## (h) Growth with the number of charges

If |qᵢ| ≤ Q for every i, show that

U ≥ −NQ²/(2ε).

**Solution.** Each qᵢ² is at most Q², so ∑ᵢ qᵢ² ≤ NQ². Insert this into (g). At fixed Q and ε the bound is linear in N.

```lean
/-- For `ε > 0` and `N` charges of magnitude at most `Q`, the softened Coulomb energy is at
least `-N Q² / (2 ε)`. -/
theorem pairEnergy_extensive_bound {N : ℕ} {ε Q : ℝ} (hε : 0 < ε) (q : Fin N → ℝ)
    (r : Fin N → E) (hq : ∀ i, |q i| ≤ Q) :
    -(N * Q ^ 2 / (2 * ε)) ≤ pairEnergy ε q r := by
  have hsum : ∑ i, q i ^ 2 ≤ N * Q ^ 2 := by
    calc ∑ i, q i ^ 2 ≤ ∑ _i : Fin N, Q ^ 2 :=
          Finset.sum_le_sum fun i _ => sq_le_sq' (abs_le.1 (hq i)).1 (abs_le.1 (hq i)).2
      _ = N * Q ^ 2 := by simp
  have hdiv : (∑ i, q i ^ 2) / (2 * ε) ≤ N * Q ^ 2 / (2 * ε) := by gcongr
  linarith [pairEnergy_lower_bound hε q r]
```

## (i) A neutral cluster at one point

If ∑ᵢ qᵢ = 0 and all charges sit at the same point, show that

U = −(∑ᵢ qᵢ²)/(2ε).

**Solution.** Every V equals 1/ε, so D = (∑ᵢ qᵢ)²/ε = 0, and (f) gives U. The charges +1 and −1 placed together thus attain the bound in (g), so its constant 1/2 is the best possible.

```lean
omit [InnerProductSpace ℝ E] in
/-- For `ε > 0`, charges of total zero placed at one common point have energy exactly
`-(∑ q_i²) / (2 ε)`. -/
theorem pairEnergy_neutral_cluster {N : ℕ} {ε : ℝ} (hε : 0 < ε) (q : Fin N → ℝ)
    (hq : ∑ i, q i = 0) (x : E) :
    pairEnergy ε q (fun _ => x) = -((∑ i, q i ^ 2) / (2 * ε)) := by
  have h := double_sum_eq hε q (fun _ => x)
  have h0 : ∑ i, ∑ j, q i * q j * softCoulomb ε x x = 0 := by
    simp only [← Finset.sum_mul, ← Finset.mul_sum, hq, mul_zero, zero_mul,
      Finset.sum_const_zero]
  rw [h0] at h
  have e : (∑ i, q i ^ 2) / (2 * ε) = (∑ i, q i ^ 2) / ε / 2 := by ring
  linarith

end

end SoftenedCoulomb
```

```lean
#print axioms SoftenedCoulomb.pairEnergy_lower_bound
#print axioms SoftenedCoulomb.pairEnergy_extensive_bound
#print axioms SoftenedCoulomb.pairEnergy_neutral_cluster
```

```
'SoftenedCoulomb.pairEnergy_lower_bound' depends on axioms: [propext, Classical.choice, Quot.sound]
'SoftenedCoulomb.pairEnergy_extensive_bound' depends on axioms: [propext, Classical.choice, Quot.sound]
'SoftenedCoulomb.pairEnergy_neutral_cluster' depends on axioms: [propext, Classical.choice, Quot.sound]
```
